# At equal negative quadratic energy, the lattice order parameter with the smaller quartic sum condenses to a lower Ginzburg-Landau energy

A small superconducting ring of four identical, equally coupled sites is threaded by half a flux quantum. Its quadratic Ginzburg-Landau energy then has two degenerate lowest modes with different circulation. Each has uniform density, but an equal superposition of them with a suitable relative phase has a node at one site, and at equal norm the quadratic term cannot tell the three apart. Does the quartic term favour the uniform modes, or can the superposition make up for its node by growing taller elsewhere?

## Uniform density wins, even after each amplitude adjusts

Let v be the shape of the order parameter, A the Hermitian matrix of the quadratic energy, and b > 0 the quartic coefficient, a local repulsion that stops the condensate from growing without limit. Write ⟨v,Av⟩ = −e with e > 0, and Q(v) = ∑_x |v_x|⁴. Since ⟨v,Av⟩ ≠ 0, v is nonzero and Q(v) > 0. For a complex amplitude c, the energy of cv is

E(cv) = −e|c|² + (b/2) Q(v) |c|⁴

Completing the square in |c|² gives

E(cv) = −e²/(2bQ(v)) + (bQ(v)/2) (|c|² − e/(bQ(v)))²

The minimum is −e²/(2bQ(v)), reached exactly when |c|² = e/(bQ(v)), with any phase. At equal e, a smaller Q means a lower energy.

"More evenly spread" can mean that the density of w is a mixture of that of v: |w_x|² = ∑_y D_xy |v_y|², where D has nonnegative entries and all its rows and columns sum to 1. Jensen's inequality in each row, then the column sums, give

Q(w) = ∑_x (∑_y D_xy |v_y|²)² ≤ ∑_x ∑_y D_xy |v_y|⁴ = Q(v)

For a unit vector on N sites, expanding the square gives

∑_x (|v_x|² − 1/N)² = Q(v) − 2/N + 1/N = Q(v) − 1/N

So Q(v) ≥ 1/N, and the minimum is at least −Ne²/(2b), with equality only for uniform density.

On the four-site ring, take e = b = 1. A normalised circulating mode has density 1/4 on every site, so Q = 1/4, |c|² = 4 and the energy is −2. The normalised superposition with a node has densities 1/2, 1/4, 0, 1/4 around the ring, so Q = 3/8, |c|² = 8/3 and the energy is −4/3. Its peak density does grow, to 4/3 against 1, but that does not pay for the node. On a single site Q = 1, and the minimum is the familiar −e²/(2b).

In the Lean file, the sites form a finite type `n` and the order parameter is a function `n → ℂ`. `quadratic` is the real part of ⟨v,Av⟩; `quadratic_eq_of_isHermitian` shows that for Hermitian `A` this is the whole form. The other theorems use only the real part and so do not assume Hermiticity. `condensationEnergy` is defined as the infimum over real `t` of the energy of tv, and `isLeast_energy` gives its value and shows that it is attained. This value is negative. The positive energy gained by condensing, which is often called the condensation energy, is its opposite, so a lower value here means a larger gain. Normalisation is assumed only in `uniform_bound`.

The result helps to choose between degenerate modes in a finite, mean-field lattice model where only the amplitude of each fixed shape is optimised. It does not minimise over all order parameters, and it contains neither thermal fluctuations nor the energy of a magnetic field that responds to the current.

```lean
import Mathlib

open Matrix

namespace LatticeGinzburgLandau

noncomputable section

variable {n : Type*} [Fintype n]

/-- The quadratic energy of an order parameter `v`: the real part of `⟨v, A v⟩`. -/
def quadratic (A : Matrix n n ℂ) (v : n → ℂ) : ℝ := (star v ⬝ᵥ A *ᵥ v).re

/-- The quartic sum `∑ |v x|⁴` over the lattice sites. -/
def quartic (v : n → ℂ) : ℝ := ∑ x, ‖v x‖ ^ 4

/-- The lattice Ginzburg-Landau energy `⟨v, A v⟩ + (b/2) ∑ |v x|⁴`, with the real part
taken in the first term. -/
def energy (A : Matrix n n ℂ) (b : ℝ) (v : n → ℂ) : ℝ :=
  quadratic A v + b / 2 * quartic v

/-- The condensation energy of the shape `v`: the infimum of the Ginzburg-Landau energy
over all real amplitudes `t` of the order parameter `t v`. -/
def condensationEnergy (A : Matrix n n ℂ) (b : ℝ) (v : n → ℂ) : ℝ :=
  ⨅ t : ℝ, energy A b ((t : ℂ) • v)

/-- For a Hermitian matrix `A` the quadratic energy is the full form `⟨v, A v⟩`. -/
theorem quadratic_eq_of_isHermitian {A : Matrix n n ℂ} (hA : A.IsHermitian) (v : n → ℂ) :
    (quadratic A v : ℂ) = star v ⬝ᵥ A *ᵥ v := by
  have h : star (star v ⬝ᵥ A *ᵥ v) = star v ⬝ᵥ A *ᵥ v := by
    rw [← Matrix.star_dotProduct, Matrix.star_mulVec, hA.eq, ← Matrix.dotProduct_mulVec]
  exact Complex.conj_eq_iff_re.mp h

/-- Under a complex amplitude `c`, the quadratic term scales as `|c|²` and the quartic
term as `|c|⁴`. -/
theorem energy_smul (A : Matrix n n ℂ) (b : ℝ) (c : ℂ) (v : n → ℂ) :
    energy A b (c • v) = ‖c‖ ^ 2 * quadratic A v + b / 2 * (‖c‖ ^ 4 * quartic v) := by
  have hc : star c * c = ((‖c‖ ^ 2 : ℝ) : ℂ) := by
    rw [Complex.ofReal_pow]
    exact Complex.conj_mul' c
  have h2 : quadratic A (c • v) = ‖c‖ ^ 2 * quadratic A v := by
    unfold quadratic
    rw [star_smul, Matrix.mulVec_smul, smul_dotProduct, dotProduct_smul, smul_eq_mul,
      smul_eq_mul, ← mul_assoc, hc, Complex.re_ofReal_mul]
  have h4 : quartic (c • v) = ‖c‖ ^ 4 * quartic v := by
    simp only [quartic, Pi.smul_apply, smul_eq_mul, norm_mul, mul_pow, ← Finset.mul_sum]
  rw [energy, h2, h4]

/-- An order parameter with negative quadratic energy has a positive quartic sum. -/
theorem quartic_pos {A : Matrix n n ℂ} {v : n → ℂ} (h : quadratic A v < 0) :
    0 < quartic v := by
  have hv : ∃ x, v x ≠ 0 := by
    by_contra hne
    have h0 : v = 0 := funext fun x => by_contra fun hx => hne ⟨x, hx⟩
    rw [h0] at h
    simp [quadratic] at h
  obtain ⟨x, hx⟩ := hv
  have hx' : 0 < ‖v x‖ := norm_pos_iff.mpr hx
  unfold quartic
  exact Finset.sum_pos' (fun y _ => by positivity) ⟨x, Finset.mem_univ x, by positivity⟩

variable {A : Matrix n n ℂ} {b e : ℝ} {v w : n → ℂ}

/-- For `b > 0` and `⟨v, A v⟩ = -e < 0`, the energy of `c v` is a constant plus a
perfect square in `|c|²`. -/
theorem energy_completed_square (hb : 0 < b) (he : 0 < e) (hv : quadratic A v = -e) (c : ℂ) :
    energy A b (c • v) = -(e ^ 2 / (2 * b * quartic v))
      + b * quartic v / 2 * (‖c‖ ^ 2 - e / (b * quartic v)) ^ 2 := by
  have hQ : 0 < quartic v := quartic_pos (A := A) (by linarith)
  rw [energy_smul, hv]
  field_simp
  ring

/-- For `b > 0` and `⟨v, A v⟩ = -e < 0`, the least Ginzburg-Landau energy over real
amplitudes `t` of `t v` is `-e² / (2 b ∑ |v x|⁴)`. -/
theorem isLeast_energy (hb : 0 < b) (he : 0 < e) (hv : quadratic A v = -e) :
    IsLeast (Set.range fun t : ℝ => energy A b ((t : ℂ) • v))
      (-(e ^ 2 / (2 * b * quartic v))) := by
  have hQ : 0 < quartic v := quartic_pos (A := A) (by linarith)
  constructor
  · -- the amplitude that makes the square vanish
    refine ⟨Real.sqrt (e / (b * quartic v)), ?_⟩
    change energy A b (((Real.sqrt (e / (b * quartic v)) : ℝ) : ℂ) • v) = _
    rw [energy_completed_square hb he hv, Complex.norm_real, Real.norm_eq_abs, sq_abs,
      Real.sq_sqrt (by positivity)]
    ring
  · rintro _ ⟨t, rfl⟩
    change _ ≤ energy A b ((t : ℂ) • v)
    rw [energy_completed_square hb he hv]
    exact le_add_of_nonneg_right (by positivity)

/-- For `b > 0` and `⟨v, A v⟩ = -e < 0`, a complex amplitude `c` attains the condensation
energy exactly when `|c|² = e / (b ∑ |v x|⁴)`. -/
theorem energy_eq_condensationEnergy_iff (hb : 0 < b) (he : 0 < e)
    (hv : quadratic A v = -e) (c : ℂ) :
    energy A b (c • v) = condensationEnergy A b v ↔ ‖c‖ ^ 2 = e / (b * quartic v) := by
  have hQ : 0 < quartic v := quartic_pos (A := A) (by linarith)
  have hm : condensationEnergy A b v = -(e ^ 2 / (2 * b * quartic v)) :=
    (isLeast_energy hb he hv).csInf_eq
  rw [energy_completed_square hb he hv, hm]
  constructor
  · intro h
    have h0 : b * quartic v / 2 * (‖c‖ ^ 2 - e / (b * quartic v)) ^ 2 = 0 := by linarith
    have hp : b * quartic v / 2 ≠ 0 := by positivity
    exact sub_eq_zero.mp
      ((pow_eq_zero_iff two_ne_zero).mp ((mul_eq_zero.mp h0).resolve_left hp))
  · intro h
    rw [h]
    ring

/-- For `b > 0` and two shapes with the same quadratic energy `-e < 0`, the one with the
smaller quartic sum has the lower condensation energy, and conversely. -/
theorem condensationEnergy_lt_iff (hb : 0 < b) (he : 0 < e)
    (hv : quadratic A v = -e) (hw : quadratic A w = -e) :
    condensationEnergy A b w < condensationEnergy A b v ↔ quartic w < quartic v := by
  have hQv : 0 < quartic v := quartic_pos (A := A) (by linarith)
  have hQw : 0 < quartic w := quartic_pos (A := A) (by linarith)
  have hmv : condensationEnergy A b v = -(e ^ 2 / (2 * b * quartic v)) :=
    (isLeast_energy hb he hv).csInf_eq
  have hmw : condensationEnergy A b w = -(e ^ 2 / (2 * b * quartic w)) :=
    (isLeast_energy hb he hw).csInf_eq
  rw [hmv, hmw, neg_lt_neg_iff,
    div_lt_div_iff_of_pos_left (by positivity) (by positivity) (by positivity)]
  exact ⟨fun h => lt_of_mul_lt_mul_left h (by positivity),
    fun h => mul_lt_mul_of_pos_left h (by positivity)⟩

/-- Let `b > 0` and let `v`, `w` have the same quadratic energy `-e < 0`. If the density
`|w|²` arises from `|v|²` by a doubly stochastic mixing `D` of the sites, then the
condensation energy of `w` is at most that of `v`. -/
theorem condensationEnergy_le_of_mixing (hb : 0 < b) (he : 0 < e)
    (hv : quadratic A v = -e) (hw : quadratic A w = -e) (D : Matrix n n ℝ)
    (hD : ∀ x y, 0 ≤ D x y) (hrow : ∀ x, ∑ y, D x y = 1) (hcol : ∀ y, ∑ x, D x y = 1)
    (hmix : ∀ x, ‖w x‖ ^ 2 = ∑ y, D x y * ‖v y‖ ^ 2) :
    condensationEnergy A b w ≤ condensationEnergy A b v := by
  have hQ : quartic w ≤ quartic v := by
    calc quartic w = ∑ x, (∑ y, D x y * ‖v y‖ ^ 2) ^ 2 := by
          refine Finset.sum_congr rfl fun x _ => ?_
          rw [← hmix x]
          ring
      -- Jensen's inequality at each site
      _ ≤ ∑ x, ∑ y, D x y * (‖v y‖ ^ 2) ^ 2 :=
          Finset.sum_le_sum fun x _ => Real.pow_arith_mean_le_arith_mean_pow _ _ _
            (fun y _ => hD x y) (hrow x) (fun y _ => by positivity) 2
      _ = quartic v := by
          rw [Finset.sum_comm]
          refine Finset.sum_congr rfl fun y _ => ?_
          rw [← Finset.sum_mul, hcol y]
          ring
  by_contra h
  have h' := (condensationEnergy_lt_iff hb he hw hv).mp (not_le.mp h)
  linarith

/-- For `b > 0` and a unit vector `v` on `N` sites with `⟨v, A v⟩ = -e < 0`, the condensation
energy is at least `-N e² / (2 b)`, with equality exactly when `|v x|² = 1/N` at every site. -/
theorem uniform_bound (hb : 0 < b) (he : 0 < e) (hv : quadratic A v = -e)
    (hu : ∑ x, ‖v x‖ ^ 2 = 1) :
    -(Fintype.card n * e ^ 2 / (2 * b)) ≤ condensationEnergy A b v ∧
    (condensationEnergy A b v = -(Fintype.card n * e ^ 2 / (2 * b)) ↔
      ∀ x, ‖v x‖ ^ 2 = 1 / (Fintype.card n : ℝ)) := by
  have hQ : 0 < quartic v := quartic_pos (A := A) (by linarith)
  have hN : 0 < (Fintype.card n : ℝ) := by
    rcases isEmpty_or_nonempty n with h | h
    · simp at hu
    · exact Nat.cast_pos.mpr Fintype.card_pos
  -- the quartic sum exceeds 1/N by the squared deviations of the density
  have hS : ∑ x, (‖v x‖ ^ 2 - 1 / (Fintype.card n : ℝ)) ^ 2
      = quartic v - 1 / (Fintype.card n : ℝ) := by
    have h1 : ∀ x, (‖v x‖ ^ 2 - 1 / (Fintype.card n : ℝ)) ^ 2 = ‖v x‖ ^ 4
        - 2 / (Fintype.card n : ℝ) * ‖v x‖ ^ 2 + (1 / (Fintype.card n : ℝ)) ^ 2 :=
      fun x => by ring
    rw [Finset.sum_congr rfl fun x _ => h1 x, Finset.sum_add_distrib,
      Finset.sum_sub_distrib, ← Finset.mul_sum, hu, Finset.sum_const, Finset.card_univ,
      nsmul_eq_mul]
    change quartic v - _ + _ = _
    field_simp
    ring
  have hm : condensationEnergy A b v = -(e ^ 2 / (2 * b * quartic v)) :=
    (isLeast_energy hb he hv).csInf_eq
  have key : condensationEnergy A b v = -(Fintype.card n * e ^ 2 / (2 * b))
      + Fintype.card n * e ^ 2 / (2 * b * quartic v)
        * ∑ x, (‖v x‖ ^ 2 - 1 / (Fintype.card n : ℝ)) ^ 2 := by
    rw [hm, hS]
    field_simp
    ring
  have hp : 0 < Fintype.card n * e ^ 2 / (2 * b * quartic v) := by positivity
  rw [key]
  refine ⟨le_add_of_nonneg_right
    (mul_nonneg hp.le (Finset.sum_nonneg fun x _ => sq_nonneg _)), ?_⟩
  rw [add_eq_left, mul_eq_zero, or_iff_right hp.ne',
    Finset.sum_eq_zero_iff_of_nonneg fun x _ => sq_nonneg _]
  exact ⟨fun h x => sub_eq_zero.mp ((pow_eq_zero_iff two_ne_zero).mp (h x (Finset.mem_univ x))),
    fun h x _ => by rw [h x, sub_self, zero_pow two_ne_zero]⟩

end

end LatticeGinzburgLandau
```

```lean
#print axioms LatticeGinzburgLandau.energy_eq_condensationEnergy_iff
#print axioms LatticeGinzburgLandau.condensationEnergy_lt_iff
#print axioms LatticeGinzburgLandau.condensationEnergy_le_of_mixing
#print axioms LatticeGinzburgLandau.uniform_bound
```

```
'LatticeGinzburgLandau.energy_eq_condensationEnergy_iff' depends on axioms: [propext, Classical.choice, Quot.sound]
'LatticeGinzburgLandau.condensationEnergy_lt_iff' depends on axioms: [propext, Classical.choice, Quot.sound]
'LatticeGinzburgLandau.condensationEnergy_le_of_mixing' depends on axioms: [propext, Classical.choice, Quot.sound]
'LatticeGinzburgLandau.uniform_bound' depends on axioms: [propext, Classical.choice, Quot.sound]
```

The proof follows the algebra above. `energy_smul` extracts the factors |c|² and |c|⁴, `quartic_pos` supplies Q(v) > 0, and `energy_completed_square` is the identity for the square, closed by `field_simp` and `ring`. `isLeast_energy` inserts t = √(e/(bQ(v))) to reach the value and uses the nonnegative square for the lower bound. `energy_eq_condensationEnergy_iff` finds the minimisers by setting the square to zero.

`condensationEnergy_lt_iff` compares the two closed formulas, in both directions. In `condensationEnergy_le_of_mixing`, the `calc` block is the Jensen chain: `hrow` makes each row a weighted mean, and `hcol` collapses the double sum after the order of summation is exchanged. The conclusion is ≤ because a mixing may merely permute the sites. In `uniform_bound`, `hS` is the deviation identity, and `key` writes the condensation energy as the bound plus a positive multiple of the squared deviations, which vanishes only if every deviation does.
